# Leaving out a coupled excitation that carries no dipole can lower the polarizability

The theorem `truncated_two_state` concerns a model of two coupled excitations with response matrix A = [[2, 1], [1, 2]] and dipole vector d = (1, 0), all in dimensionless numbers, so that only the first excitation carries a dipole. The polarizability is defined as dᵀA⁻¹d, and the theorem says that it equals 2/3 when both excitations are kept, but 1/2 when A and d are projected onto the first alone. The attempt first establishes the two inverses needed, `h1` for the full matrix and `h2` for the projected one, by checking that each matrix times its proposed inverse is the identity. It then puts them into the definitions and computes both values.

This version doesn't compile in Lean 4 with Mathlib:

```lean
import Mathlib

open Matrix

namespace BasisSetPolarizability

noncomputable section

variable {n m p q ι : Type*} [Fintype n] [DecidableEq n] [Fintype m] [DecidableEq m]
  [Fintype p] [DecidableEq p] [Fintype q] [DecidableEq q] [Fintype ι]

/-- The polarizability `dᵀ A⁻¹ d` for an invertible response matrix `A` and dipole vector `d`. -/
def polarizability (A : Matrix n n ℝ) (d : n → ℝ) : ℝ := d ⬝ᵥ A⁻¹ *ᵥ d

/-- The polarizability computed in the basis formed by the columns of `U`, for invertible
`Uᵀ A U`: both the response matrix and the dipole vector are projected. -/
def basisPolarizability (A : Matrix n n ℝ) (U : Matrix n m ℝ) (d : n → ℝ) : ℝ :=
  polarizability (Uᵀ * A * U) (Uᵀ *ᵥ d)

/-- Two coupled excitations, of which only the first carries a dipole: keeping the first alone
gives 1/2, while the full polarizability is 2/3. -/
theorem truncated_two_state :
    basisPolarizability !![2, 1; 1, 2] (!![1; 0] : Matrix (Fin 2) (Fin 1) ℝ) ![1, 0] = 1 / 2 ∧
      polarizability !![2, 1; 1, 2] ![1, 0] = 2 / 3 := by
  have h1 : (!![2, 1; 1, 2] : Matrix (Fin 2) (Fin 2) ℝ)⁻¹ =
      !![2 / 3, -1 / 3; -1 / 3, 2 / 3] := by
    apply inv_eq_right_inv
    ext i j
    fin_cases i <;> fin_cases j <;> norm_num [Matrix.mul_apply, Fin.sum_univ_succ]
  have h2 : ((!![1; 0] : Matrix (Fin 2) (Fin 1) ℝ)ᵀ * !![2, 1; 1, 2] *
      (!![1; 0] : Matrix (Fin 2) (Fin 1) ℝ))⁻¹ = !![1 / 2] := by
    apply inv_eq_right_inv
    ext i j
    fin_cases i
    fin_cases j
    norm_num [Matrix.mul_apply, Fin.sum_univ_succ]
  constructor
  · unfold basisPolarizability polarizability
    rw [h2]
    norm_num [dotProduct, mulVec, Fin.sum_univ_succ]
  · unfold polarizability
    rw [h1]
    norm_num [dotProduct, mulVec, Fin.sum_univ_succ]

end

end BasisSetPolarizability
```

Lean reports:

```
Main.lean:30:13: error(lean.synthInstanceFailed): failed to synthesize instance of type class
  HMul (Matrix (Fin 1) (Fin 2) ℝ) (Matrix (Fin 2) (Fin 2) ℕ) ?m.1080

Hint: Type class instance resolution failures can be inspected with the `set_option trace.Meta.synthInstance true` command.
Main.lean:31:62: error: unsolved goals
case «0».«0»
h1 : !![2, 1; 1, 2]⁻¹ = !![2 / 3, -1 / 3; -1 / 3, 2 / 3]
⊢ (!![1; 0]ᵀ * !![2, 1; 1, 2] * !![1; 0]) 0 0 * (1 / 2) = 1
Main.lean:38:11: error: Tactic `unfold` failed to unfold `basisPolarizability` in
  Matrix (Fin 1) (Fin 2) ℝ → Matrix (Fin 2) (Fin 2) ℕ → CStarMatrix (Fin 1) (Fin 2) ℝ
Main.lean:41:2: error: unsolved goals
case refine_2
h1 : !![2, 1; 1, 2]⁻¹ = !![2 / 3, -1 / 3; -1 / 3, 2 / 3]
h2 : (!![1; 0]ᵀ * !![2, 1; 1, 2] * !![1; 0])⁻¹ = !![1 / 2]
⊢ basisPolarizability !![2, 1; 1, 2] !![1; 0] ![1, 0] = 1 / 2
```

Cause. All four errors come from the statement of `h2`. Its middle factor, `!![2, 1; 1, 2]`, has no type annotation, and since matrix multiplication allows factors of different types, the real matrices beside it did not make its entries real. Lean read them as natural numbers and found no multiplication of a real matrix by a natural-number one, which is the first message.

The other three follow from that. In the proof of `h2`, `norm_num` could not evaluate a product containing the missing multiplication. That multiplication was also left as a goal ahead of the theorem, so `constructor` acted on it instead of splitting the "and", and the first bullet found no `basisPolarizability` to unfold. The second bullet then received the whole theorem and proved only the 2/3 half, leaving the 1/2 half open.

The repair annotates the middle factor as `Matrix (Fin 2) (Fin 2) ℝ`. The product is then an ordinary real matrix product, no extra goal arises, and the rest of the proof works unchanged. The new line break is only layout.

The repair, with which the file compiles:

```diff
@@ -28,5 +28,6 @@
     ext i j
     fin_cases i <;> fin_cases j <;> norm_num [Matrix.mul_apply, Fin.sum_univ_succ]
-  have h2 : ((!![1; 0] : Matrix (Fin 2) (Fin 1) ℝ)ᵀ * !![2, 1; 1, 2] *
+  have h2 : ((!![1; 0] : Matrix (Fin 2) (Fin 1) ℝ)ᵀ *
+      (!![2, 1; 1, 2] : Matrix (Fin 2) (Fin 2) ℝ) *
       (!![1; 0] : Matrix (Fin 2) (Fin 1) ℝ))⁻¹ = !![1 / 2] := by
     apply inv_eq_right_inv
```
